# For finitely many levels at positive temperature, an observable's susceptibility X(W) to its own field, at imaginary frequency W > 0, never rises with W, and W²X(W) never falls

Take a spin with two levels, at energies $0$ and $\Delta>0$, in equilibrium at inverse temperature $\beta>0$. A weak field $f$ adds $-f\sigma_x$ to its Hamiltonian, where $\sigma_x$ flips the spin, and the response of the same $\sigma_x$ is observed. The susceptibility at imaginary frequency $W>0$ is

$$X(W)=\frac{2\Delta\tanh(\beta\Delta/2)}{W^2+\Delta^2}.$$

This decreases with $W$. Multiplied by $W^2$, it contains the factor $W^2/(W^2+\Delta^2)=1-\Delta^2/(W^2+\Delta^2)$, which increases. So $X$ falls, but no faster than $1/W^2$.

Simulations often give such a response at discrete imaginary frequencies, with noise, and values in between can be estimated by interpolation. The two monotonicities constrain both kinds of data. They survive for any finite number of levels and any Hermitian observable that responds to a field coupled to that same observable, because $X$ is then a sum of such terms with nonnegative weights.

## Levels, populations and transition weights

```lean
import Mathlib

open Complex (I)

namespace MatsubaraMonotonicity

noncomputable section

variable {ι : Type*} [Fintype ι]
```

The type `ι` labels the finitely many energy eigenstates.

```lean
/-- The Boltzmann weight of level `n` at inverse temperature `β`. -/
def boltzmann (β : ℝ) (E : ι → ℝ) (n : ι) : ℝ :=
  Real.exp (-(β * E n)) / ∑ k, Real.exp (-(β * E k))
```

With `E n` the energy $E_n$, this is the population $p_n=e^{-\beta E_n}/\sum_k e^{-\beta E_k}$. Boltzmann's constant is absorbed in $\beta$, and $\hbar=1$.

```lean
/-- The weight `|A_mn|² (p_m - p_n) (E_n - E_m)` of a transition between two levels. -/
def transitionWeight (β : ℝ) (E : ι → ℝ) (A : Matrix ι ι ℂ) (m n : ι) : ℝ :=
  ‖A m n‖ ^ 2 * (boltzmann β E m - boltzmann β E n) * (E n - E m)
```

The matrix `A` holds the elements $A_{mn}$ of the observable in the energy eigenbasis, and `‖A m n‖` is the modulus $|A_{mn}|$. The definition reads

$$w_{mn}=|A_{mn}|^2(p_m-p_n)(E_n-E_m).$$

```lean
/-- The susceptibility `X(W)` at imaginary frequency `W > 0`, as a real sum over transitions. -/
def susceptibility (β : ℝ) (E : ι → ℝ) (A : Matrix ι ι ℂ) (W : ℝ) : ℝ :=
  ∑ m, ∑ n, transitionWeight β E A m n / (W ^ 2 + (E n - E m) ^ 2)
```

This is $X(W)=\sum_{m,n}w_{mn}/(W^2+(E_n-E_m)^2)$. The sum runs over ordered pairs, hence the factor 2 in the spin example. The letter $W$ stands for what textbooks often write as $\omega_n$ or $\nu_n$; here it is any positive real number, so the positive bosonic Matsubara frequencies $2\pi k/\beta$ with $k=1,2,\dots$ are included.

Using this sum at $W=0$ as the static isothermal susceptibility would be wrong in general. For an observable $A$, that susceptibility also contains the sum of $\beta p_m|A_{mn}|^2$ over all pairs of equal energy, including $m=n$, minus $\beta\langle A\rangle^2$ with $\langle A\rangle=\sum_m p_mA_{mm}$. In the sum above these pairs contribute nothing, because Lean evaluates their $0/0$ as $0$.

## From the complex response to a real sum

```lean
/-- The Lehmann sum for the response of `A` at the point `iW` of the imaginary axis, `W > 0`. -/
def lehmannResponse (β : ℝ) (E : ι → ℝ) (A : Matrix ι ι ℂ) (W : ℝ) : ℂ :=
  ∑ m, ∑ n, ((‖A m n‖ ^ 2 * (boltzmann β E m - boltzmann β E n) : ℝ) : ℂ) /
    (((E n - E m : ℝ) : ℂ) - W * I)
```

This is the Lehmann form

$$\sum_{m,n}\frac{|A_{mn}|^2(p_m-p_n)}{E_n-E_m-iW},$$

with the sign that makes the response positive in the spin example. It enters as a definition. At the positive Matsubara frequencies it equals the Fourier transform of the imaginary-time correlation function, which simulations can supply; that step is not proved here. At other $W>0$ the sum itself defines the values in between.

```lean
/-- For Hermitian `A` and `W > 0` the Lehmann sum is real and equals `X(W)`. -/
theorem lehmannResponse_eq (β : ℝ) (E : ι → ℝ) {A : Matrix ι ι ℂ} (hA : A.IsHermitian)
    {W : ℝ} (hW : 0 < W) : lehmannResponse β E A W = (susceptibility β E A W : ℂ) := by
  -- real and imaginary part of a single pole
  have pole : ∀ q d : ℝ, (q : ℂ) / ((d : ℂ) - W * I) =
      ((q * d / (W ^ 2 + d ^ 2) : ℝ) : ℂ) + ((q * W / (W ^ 2 + d ^ 2) : ℝ) : ℂ) * I := by
    intro q d
    have h1 : (d : ℂ) - W * I ≠ 0 := fun h =>
      hW.ne' (by simpa using congrArg Complex.im h)
    have h2 : (W : ℂ) ^ 2 + (d : ℂ) ^ 2 ≠ 0 := by
      exact_mod_cast (by positivity : W ^ 2 + d ^ 2 ≠ 0)
    have h3 := mul_inv_cancel₀ h2
    rw [div_eq_iff h1]
    push_cast
    simp only [div_eq_mul_inv]
    linear_combination (-(q : ℂ)) * h3 +
      (q : ℂ) * (W : ℂ) ^ 2 * ((W : ℂ) ^ 2 + (d : ℂ) ^ 2)⁻¹ * Complex.I_sq
  -- the imaginary parts cancel between (m, n) and (n, m)
  have anti : ∀ g : ι → ι → ℝ, (∀ m n, g n m = -g m n) → ∑ m, ∑ n, g m n = 0 := by
    intro g hg
    have h : ∑ m, ∑ n, g m n = -∑ m, ∑ n, g m n := by
      conv_lhs => rw [Finset.sum_comm]
      simp only [← Finset.sum_neg_distrib]
      exact Finset.sum_congr rfl fun m _ => Finset.sum_congr rfl fun n _ => hg m n
    linarith
  have him := anti (fun m n => ‖A m n‖ ^ 2 * (boltzmann β E m - boltzmann β E n) * W /
      (W ^ 2 + (E n - E m) ^ 2)) (by
    intro m n
    have h1 : ‖A n m‖ = ‖A m n‖ := by rw [← hA.apply m n, norm_star]
    have h2 : (E m - E n) ^ 2 = (E n - E m) ^ 2 := by ring
    simp only [h1, h2]
    ring)
  have hsplit : lehmannResponse β E A W = (susceptibility β E A W : ℂ) +
      ((∑ m, ∑ n, ‖A m n‖ ^ 2 * (boltzmann β E m - boltzmann β E n) * W /
        (W ^ 2 + (E n - E m) ^ 2) : ℝ) : ℂ) * I := by
    simp only [lehmannResponse, susceptibility, Complex.ofReal_sum, Finset.sum_mul,
      ← Finset.sum_add_distrib]
    exact Finset.sum_congr rfl fun m _ => Finset.sum_congr rfl fun n _ => pole _ _
  rw [hsplit, him]
  simp
```

In a Lean theorem the hypotheses stand before the last colon of the statement, and the claim after it. Here `hA` says that $A$ is Hermitian and `hW` that $W>0$; the claim is that the complex sum equals $X(W)$.

For one term, write $q=|A_{mn}|^2(p_m-p_n)$ and $d=E_n-E_m$. Then

$$\frac{q}{d-iW}=\frac{qd}{W^2+d^2}+i\,\frac{qW}{W^2+d^2}.$$

The step `pole` proves this identity. The real parts add up to $X(W)$. Exchanging $m$ and $n$ reverses the sign of $q$, since $|A_{nm}|=|A_{mn}|$, and leaves $d^2$ alone. The sum $S$ of the imaginary parts therefore satisfies $S=-S$, so $S=0$; this is `anti`, applied in `him`. Finally `hsplit` assembles the real and imaginary sums.

## Why the weights are nonnegative

```lean
/-- At `β > 0` every transition weight is nonnegative. -/
theorem transitionWeight_nonneg {β : ℝ} (hβ : 0 < β) (E : ι → ℝ) (A : Matrix ι ι ℂ)
    (m n : ι) : 0 ≤ transitionWeight β E A m n := by
  -- the lower level is at least as populated as the higher one
  have key : ∀ i j, E i ≤ E j → boltzmann β E j ≤ boltzmann β E i := fun i j h =>
    div_le_div_of_nonneg_right
      (Real.exp_le_exp.mpr (neg_le_neg (mul_le_mul_of_nonneg_left h hβ.le)))
      (Finset.sum_nonneg fun k _ => (Real.exp_pos _).le)
  unfold transitionWeight
  rw [mul_assoc]
  refine mul_nonneg (sq_nonneg _) ?_
  rcases le_total (E m) (E n) with h | h
  · exact mul_nonneg (sub_nonneg.mpr (key _ _ h)) (sub_nonneg.mpr h)
  · nlinarith [mul_nonneg (sub_nonneg.mpr (key _ _ h)) (sub_nonneg.mpr h)]
```

If $E_m\le E_n$, then $p_m\ge p_n$ because $\beta>0$, and both differences in $w_{mn}$ are nonnegative. If $E_n\le E_m$, both are nonpositive and their product is again nonnegative. The step `key` is the ordering of populations, and `rcases` separates the two cases.

Only this ordering matters, so the same argument gives both monotonicities for any fixed populations that do not increase with energy, thermal or not.

## Two exact differences and their signs

```lean
/-- Exact formulas for the change of `X` and of `W² X` between two positive frequencies. -/
theorem susceptibility_differences (β : ℝ) (E : ι → ℝ) (A : Matrix ι ι ℂ) {a b : ℝ}
    (ha : 0 < a) (hb : 0 < b) :
    susceptibility β E A a - susceptibility β E A b =
      (b ^ 2 - a ^ 2) * ∑ m, ∑ n, transitionWeight β E A m n /
        ((a ^ 2 + (E n - E m) ^ 2) * (b ^ 2 + (E n - E m) ^ 2)) ∧
    b ^ 2 * susceptibility β E A b - a ^ 2 * susceptibility β E A a =
      (b ^ 2 - a ^ 2) * ∑ m, ∑ n, transitionWeight β E A m n * (E n - E m) ^ 2 /
        ((a ^ 2 + (E n - E m) ^ 2) * (b ^ 2 + (E n - E m) ^ 2)) := by
  constructor <;> simp only [susceptibility, Finset.mul_sum, ← Finset.sum_sub_distrib] <;>
    refine Finset.sum_congr rfl fun m _ => Finset.sum_congr rfl fun n _ => ?_ <;>
    generalize E n - E m = d <;>
    have h1 : a ^ 2 + d ^ 2 ≠ 0 := by positivity
  · have h2 : b ^ 2 + d ^ 2 ≠ 0 := by positivity
    rw [div_sub_div _ _ h1 h2, ← mul_div_assoc]
    congr 1
    ring
  · have h2 : b ^ 2 + d ^ 2 ≠ 0 := by positivity
    rw [← mul_div_assoc, ← mul_div_assoc, ← mul_div_assoc, div_sub_div _ _ h2 h1,
      mul_comm (b ^ 2 + d ^ 2) (a ^ 2 + d ^ 2)]
    congr 1
    ring
```

For positive $a$ and $b$, and again $d=E_n-E_m$, common denominators give

$$\frac1{a^2+d^2}-\frac1{b^2+d^2}=\frac{b^2-a^2}{(a^2+d^2)(b^2+d^2)},$$

$$\frac{b^2}{b^2+d^2}-\frac{a^2}{a^2+d^2}=\frac{(b^2-a^2)\,d^2}{(a^2+d^2)(b^2+d^2)}.$$

Multiplying by $w_{mn}$ and summing gives the two formulas. In the proof, `positivity` shows that the denominators are nonzero, `div_sub_div` combines the fractions, and `ring` compares numerators.

```lean
/-- At `β > 0`, on positive frequencies, `X(W)` is nonincreasing and `W² X(W)` is
nondecreasing. -/
theorem susceptibility_monotonicity {β : ℝ} (hβ : 0 < β) (E : ι → ℝ) (A : Matrix ι ι ℂ) :
    AntitoneOn (susceptibility β E A) (Set.Ioi 0) ∧
      MonotoneOn (fun W => W ^ 2 * susceptibility β E A W) (Set.Ioi 0) := by
  have hw := transitionWeight_nonneg hβ E A
  constructor <;> intro a ha b hb hab <;>
    obtain ⟨h1, h2⟩ := susceptibility_differences β E A ha hb <;>
    have hsq : 0 ≤ b ^ 2 - a ^ 2 := by nlinarith [Set.mem_Ioi.mp ha]
  · refine sub_nonneg.mp (h1 ▸ mul_nonneg hsq ?_)
    exact Finset.sum_nonneg fun m _ => Finset.sum_nonneg fun n _ =>
      div_nonneg (hw m n) (by positivity)
  · refine sub_nonneg.mp (h2 ▸ mul_nonneg hsq ?_)
    exact Finset.sum_nonneg fun m _ => Finset.sum_nonneg fun n _ =>
      div_nonneg (mul_nonneg (hw m n) (sq_nonneg _)) (by positivity)
```

`AntitoneOn` means nonincreasing, `MonotoneOn` nondecreasing, and `Set.Ioi 0` is the interval $(0,\infty)$. For $0<a\le b$ the factor $b^2-a^2$ is nonnegative, and so is every term of both sums. Hence

$$X(b)\le X(a),\qquad a^2X(a)\le b^2X(b).$$

Hermiticity is not assumed here; it served to identify $X$ with the complex response. Neither inequality is claimed to be strict: with a single level, $X=0$ throughout.

## Bounds for measured and interpolated values

```lean
/-- Test for noisy data at `β > 0`: values `y₁`, `y₂` measured at `0 < a ≤ b` within errors
`ε₁`, `ε₂` of `X` obey two inequalities. -/
theorem noisy_data_test {β : ℝ} (hβ : 0 < β) (E : ι → ℝ) (A : Matrix ι ι ℂ)
    {a b y₁ y₂ ε₁ ε₂ : ℝ} (ha : 0 < a) (hab : a ≤ b)
    (h₁ : |y₁ - susceptibility β E A a| ≤ ε₁) (h₂ : |y₂ - susceptibility β E A b| ≤ ε₂) :
    y₂ ≤ y₁ + ε₁ + ε₂ ∧ a ^ 2 * (y₁ - ε₁) ≤ b ^ 2 * (y₂ + ε₂) := by
  obtain ⟨hX, hY⟩ := susceptibility_monotonicity hβ E A
  have hb : 0 < b := ha.trans_le hab
  have h3 : susceptibility β E A b ≤ susceptibility β E A a := hX ha hb hab
  have h4 : a ^ 2 * susceptibility β E A a ≤ b ^ 2 * susceptibility β E A b := hY ha hb hab
  rw [abs_le] at h₁ h₂
  refine ⟨by linarith, ?_⟩
  have h5 := mul_le_mul_of_nonneg_left
    (by linarith : y₁ - ε₁ ≤ susceptibility β E A a) (sq_nonneg a)
  have h6 := mul_le_mul_of_nonneg_left
    (by linarith : susceptibility β E A b ≤ y₂ + ε₂) (sq_nonneg b)
  linarith
```

The values $y_1,y_2$ lie within $\varepsilon_1,\varepsilon_2$ of $X(a),X(b)$. These are hard error bounds, not standard deviations. Chaining inequalities gives

$$y_2-\varepsilon_2\le X(b)\le X(a)\le y_1+\varepsilon_1,$$

$$a^2(y_1-\varepsilon_1)\le a^2X(a)\le b^2X(b)\le b^2(y_2+\varepsilon_2).$$

The proof unfolds the absolute values with `abs_le` and adds the inequalities with `linarith`. For a finite system in equilibrium, spin or charge data that violate either result have underestimated errors or do not represent such an $X$. Passing both does not certify the data.

```lean
/-- Test for interpolation at `β > 0`: for `0 < a ≤ W ≤ b` the values of `X` at `a` and `b`
bracket `X(W)` from both sides. -/
theorem interpolation_bracket {β : ℝ} (hβ : 0 < β) (E : ι → ℝ) (A : Matrix ι ι ℂ)
    {a W b : ℝ} (ha : 0 < a) (haW : a ≤ W) (hWb : W ≤ b) :
    max (susceptibility β E A b) (a ^ 2 / W ^ 2 * susceptibility β E A a) ≤
        susceptibility β E A W ∧
      susceptibility β E A W ≤
        min (susceptibility β E A a) (b ^ 2 / W ^ 2 * susceptibility β E A b) := by
  obtain ⟨hX, hY⟩ := susceptibility_monotonicity hβ E A
  have hW : 0 < W := ha.trans_le haW
  have hb : 0 < b := hW.trans_le hWb
  have h1 : a ^ 2 * susceptibility β E A a ≤ W ^ 2 * susceptibility β E A W := hY ha hW haW
  have h2 : W ^ 2 * susceptibility β E A W ≤ b ^ 2 * susceptibility β E A b := hY hW hb hWb
  refine ⟨max_le (hX hW hb hWb) ?_, le_min (hX ha hW haW) ?_⟩
  · rw [div_mul_eq_mul_div, div_le_iff₀ (pow_pos hW 2)]
    linarith
  · rw [div_mul_eq_mul_div, le_div_iff₀ (pow_pos hW 2)]
    linarith

end

end MatsubaraMonotonicity
```

For $0<a\le W\le b$, this says

$$\max\!\Big(X(b),\tfrac{a^2}{W^2}X(a)\Big)\le X(W)\le\min\!\Big(X(a),\tfrac{b^2}{W^2}X(b)\Big).$$

Apply both monotonicities to the pairs $(a,W)$ and $(W,b)$, then divide the inequalities for $W^2X(W)$ by $W^2>0$; `max_le` and `le_min` collect the bounds. For example, if $b=2a$ and $X(b)=X(a)/2$, the value at $W=1.5a$ must lie between $0.5\,X(a)$ and about $0.89\,X(a)$. This range is not the narrowest possible: $X$ is also a convex function of $W^2$, as each of its terms is, and this lowers the upper limit to about $0.79\,X(a)$.

```lean
#print axioms MatsubaraMonotonicity.lehmannResponse_eq
#print axioms MatsubaraMonotonicity.susceptibility_monotonicity
#print axioms MatsubaraMonotonicity.noisy_data_test
#print axioms MatsubaraMonotonicity.interpolation_bracket
```

```
'MatsubaraMonotonicity.lehmannResponse_eq' depends on axioms: [propext, Classical.choice, Quot.sound]
'MatsubaraMonotonicity.susceptibility_monotonicity' depends on axioms: [propext, Classical.choice, Quot.sound]
'MatsubaraMonotonicity.noisy_data_test' depends on axioms: [propext, Classical.choice, Quot.sound]
'MatsubaraMonotonicity.interpolation_bracket' depends on axioms: [propext, Classical.choice, Quot.sound]
```
